# First-site moments of a finite Toda chain obey mₖ′ = 2(mₖ₊₁ − m₁mₖ)

When the recursion coefficients of a finite Lanczos chain are propagated by numerical integration of the Toda equations, each stretch of the integration can be checked on the local moments: up to discretisation error, the rate of change of each moment must agree with a combination of moments taken at the same instant. Such a check is local in time and does not measure the accumulated error. For a finite, non-interacting Hamiltonian in Lanczos form, these are the moments of the local density of states at the starting orbital. Reweighting a finite set of levels x by exp(2tx), which is a Boltzmann factor for t = −β/2, gives normalised moments that obey the same equations.

## From the Toda equations to the moments

Number the sites 0, …, n. Let aⱼ be the energy of site j and bⱼ₊₁ the coupling between sites j and j+1, all real functions of t, with a prime for d/dt. Set b₀ = bₙ₊₁ = 0 and assume

aⱼ′ = 2(bⱼ₊₁² − bⱼ²) for 0 ≤ j ≤ n,

bⱼ₊₁′ = bⱼ₊₁(aⱼ₊₁ − aⱼ) for 0 ≤ j < n.

Let D be the diagonal matrix of the energies and U the matrix whose only nonzero entries are Uⱼ,ⱼ₊₁ = bⱼ₊₁. Define

T = D + U + Uᵀ, B = U − Uᵀ, mₖ = (Tᵏ)₀₀.

The claim is mₖ′ = 2(mₖ₊₁ − m₁mₖ) for every k ≥ 0 and every t.

Expanding the commutator, the terms UU and UᵀUᵀ cancel:

BT − TB = (UD − DU) + (DUᵀ − UᵀD) + 2(UUᵀ − UᵀU).

The products UUᵀ and UᵀU are diagonal, with entries bᵢ₊₁² and bᵢ². At the two ends, where a neighbour is missing, this uses the zero boundary couplings. The diagonal of the commutator is therefore 2(bᵢ₊₁² − bᵢ²), and its entry (i, i+1) is bᵢ₊₁(aᵢ₊₁ − aᵢ), as is the transposed entry. These are the Toda equations, so

T′ = BT − TB.

The same law holds for powers. For k = 0 both sides vanish, and if it holds for k, then

(Tᵏ⁺¹)′ = (BTᵏ − TᵏB)T + Tᵏ(BT − TB) = BTᵏ⁺¹ − Tᵏ⁺¹B.

Finally, the first row of B equals the first row of T − a₀1, where 1 is the identity matrix, and the first column of B equals minus the first column of T − a₀1. Hence

(BTᵏ)₀₀ = mₖ₊₁ − a₀mₖ, (TᵏB)₀₀ = a₀mₖ − mₖ₊₁.

Subtracting, and using m₁ = a₀, gives the claim.

For the reweighted spectrum, take levels xᵢ with weights wᵢ ≥ 0, at least one of them positive, and put

Sₖ(t) = Σᵢ wᵢ exp(2txᵢ) xᵢᵏ.

Then Sₖ′ = 2Sₖ₊₁, and the quotient rule gives

(Sₖ/S₀)′ = 2(Sₖ₊₁/S₀ − (S₁/S₀)(Sₖ/S₀)).

## Two sites in numbers

Take n = 1 and an instant at which a₀ = 1, a₁ = 3 and b₁ = 2. Then T has rows (1, 2) and (2, 3), and T² has rows (5, 8) and (8, 13). So m₁ = 1, m₂ = 5 and m₃ = 1·5 + 2·8 = 21, and the moment equation gives

m₂′ = 2(21 − 1·5) = 32.

Directly, m₂ = a₀² + b₁², while the Toda equations give a₀′ = 2·4 = 8 and b₁′ = 2(3 − 1) = 4. Thus m₂′ = 2·1·8 + 2·2·4 = 32.

## The chain and its flow in Lean

```lean
import Mathlib

open Matrix

namespace TodaLocalMoments

noncomputable section
```

The matrix U is `hop n b`. Its indices lie in `Fin (n + 1)`, so the chain has n + 1 sites, and n = 0 is allowed.

```lean
/-- The hopping part of a chain with `n + 1` sites: `b (i + 1)` couples site `i` to site `i + 1`. -/
def hop (n : ℕ) (b : ℕ → ℝ) : Matrix (Fin (n + 1)) (Fin (n + 1)) ℝ :=
  Matrix.of fun i j => if (i : ℕ) + 1 = (j : ℕ) then b j else 0
```

The matrices T and B are `chain` and `generator`.

```lean
/-- The symmetric tridiagonal matrix with site energies `a` and couplings `b`. -/
def chain (n : ℕ) (a b : ℕ → ℝ) : Matrix (Fin (n + 1)) (Fin (n + 1)) ℝ :=
  Matrix.diagonal (fun i : Fin (n + 1) => a i) + hop n b + (hop n b)ᵀ

/-- The antisymmetric generator of the Toda flow. -/
def generator (n : ℕ) (b : ℕ → ℝ) : Matrix (Fin (n + 1)) (Fin (n + 1)) ℝ :=
  hop n b - (hop n b)ᵀ
```

The moment is the entry of Tᵏ at site 0, the starting orbital.

```lean
/-- The local moment of order `k`: the first diagonal entry of the `k`-th power of the chain. -/
def moment (n : ℕ) (a b : ℕ → ℝ) (k : ℕ) : ℝ := (chain n a b ^ k) 0 0
```

The coefficients are functions `ℕ → ℝ → ℝ`, site index first and time second. The flow is a hypothesis: the equations are assumed at all real times, and existence of a solution for given initial data is not derived. The fields `left` and `right` say that the chain is cut off from anything beyond its ends. The couplings may have either sign or vanish.

```lean
/-- The Toda equations for `n + 1` sites with vanishing boundary couplings. -/
structure IsTodaFlow (n : ℕ) (a b : ℕ → ℝ → ℝ) : Prop where
  left : ∀ t, b 0 t = 0
  right : ∀ t, b (n + 1) t = 0
  energy : ∀ j ≤ n, ∀ t, HasDerivAt (a j) (2 * (b (j + 1) t ^ 2 - b j t ^ 2)) t
  coupling : ∀ j < n, ∀ t,
    HasDerivAt (b (j + 1)) (b (j + 1) t * (a (j + 1) t - a j t)) t
```

## The Lax equation, entry by entry

```lean
lemma hop_apply (n : ℕ) (b : ℕ → ℝ) (i j : Fin (n + 1)) :
    hop n b i j = if (i : ℕ) + 1 = (j : ℕ) then b j else 0 := rfl
```

The next two theorems compute UUᵀ and UᵀU. In each, the sum over intermediate sites reduces to a single neighbour, and the end site without that neighbour is treated separately, using the hypothesis `h` that the boundary coupling there is zero.

```lean
/-- Hopping right and back gives the squared coupling to the right of each site. -/
theorem hop_mul_transpose (n : ℕ) (b : ℕ → ℝ) (h : b (n + 1) = 0) :
    hop n b * (hop n b)ᵀ = Matrix.diagonal (fun i : Fin (n + 1) => b ((i : ℕ) + 1) ^ 2) := by
  ext i j
  rw [Matrix.mul_apply]
  simp only [Matrix.transpose_apply, hop_apply]
  have hi' := i.isLt
  by_cases hi : (i : ℕ) < n
  · rw [Finset.sum_eq_single (⟨(i : ℕ) + 1, by omega⟩ : Fin (n + 1))]
    · by_cases hij : i = j
      · subst hij
        simp [sq]
      · have hne : (j : ℕ) ≠ i := fun e => hij (Fin.ext e.symm)
        simp [Matrix.diagonal_apply_ne _ hij, hne]
    · intro k _ hk
      have hne : (i : ℕ) + 1 ≠ k := fun e => hk (Fin.ext e.symm)
      simp [hne]
    · simp
  · -- the last site has no right neighbour
    have hin : (i : ℕ) = n := by omega
    rw [Finset.sum_eq_zero]
    · by_cases hij : i = j
      · subst hij
        rw [Matrix.diagonal_apply_eq, hin, h]
        norm_num
      · rw [Matrix.diagonal_apply_ne _ hij]
    · intro k _
      have hk := k.isLt
      rw [if_neg (by omega), zero_mul]

/-- Hopping left and back gives the squared coupling to the left of each site. -/
theorem transpose_mul_hop (n : ℕ) (b : ℕ → ℝ) (h : b 0 = 0) :
    (hop n b)ᵀ * hop n b = Matrix.diagonal (fun i : Fin (n + 1) => b (i : ℕ) ^ 2) := by
  ext i j
  rw [Matrix.mul_apply]
  simp only [Matrix.transpose_apply, hop_apply]
  have hi' := i.isLt
  by_cases hi : 0 < (i : ℕ)
  · have e : (i : ℕ) - 1 + 1 = i := by omega
    rw [Finset.sum_eq_single (⟨(i : ℕ) - 1, by omega⟩ : Fin (n + 1))]
    · by_cases hij : i = j
      · subst hij
        simp [e, sq]
      · have hne : (i : ℕ) ≠ j := fun e => hij (Fin.ext e)
        simp [Matrix.diagonal_apply_ne _ hij, e, hne]
    · intro k _ hk
      have hne : (k : ℕ) + 1 ≠ i := fun e' => hk (Fin.ext (by simp only; omega))
      simp [hne]
    · simp
  · -- the first site has no left neighbour
    have hi0 : (i : ℕ) = 0 := by omega
    rw [Finset.sum_eq_zero]
    · by_cases hij : i = j
      · subst hij
        rw [Matrix.diagonal_apply_eq, hi0, h]
        norm_num
      · rw [Matrix.diagonal_apply_ne _ hij]
    · intro k _
      rw [if_neg (by omega), zero_mul]
```

In `toda_lax`, `a · s` is the list of site energies at time s. The facts `hU` and `hD` differentiate the hopping and diagonal parts, `comm` is the expansion of the commutator, and the final case split compares diagonal and off-diagonal entries.

```lean
/-- Along a Toda flow, the chain matrix obeys the Lax equation `T' = B T - T B` entry by entry. -/
theorem toda_lax {n : ℕ} {a b : ℕ → ℝ → ℝ} (h : IsTodaFlow n a b) (t : ℝ)
    (i j : Fin (n + 1)) :
    HasDerivAt (fun s => chain n (a · s) (b · s) i j)
      ((generator n (b · t) * chain n (a · t) (b · t)
        - chain n (a · t) (b · t) * generator n (b · t)) i j) t := by
  have hU : ∀ i j : Fin (n + 1), HasDerivAt (fun s => hop n (b · s) i j)
      (hop n (b · t) i j * (a j t - a i t)) t := by
    intro i j
    simp only [hop_apply]
    by_cases hij : (i : ℕ) + 1 = j
    · have hj := j.isLt
      simp only [if_pos hij]
      rw [← hij]
      exact h.coupling i (by omega) t
    · simp only [if_neg hij, zero_mul]
      exact hasDerivAt_const t 0
  have hD : HasDerivAt (fun s => Matrix.diagonal (fun l : Fin (n + 1) => a l s) i j)
      (Matrix.diagonal (fun l : Fin (n + 1) =>
        2 * (b ((l : ℕ) + 1) t ^ 2 - b l t ^ 2)) i j) t := by
    by_cases hij : i = j
    · subst hij
      simp only [Matrix.diagonal_apply_eq]
      exact h.energy i (by have := i.isLt; omega) t
    · simp only [Matrix.diagonal_apply_ne _ hij]
      exact hasDerivAt_const t 0
  -- the products `U * U` and `L * L` cancel in the commutator
  have comm : ∀ D U L : Matrix (Fin (n + 1)) (Fin (n + 1)) ℝ,
      (U - L) * (D + U + L) - (D + U + L) * (U - L)
        = (U * D - D * U) + (D * L - L * D) + (U * L + U * L) - (L * U + L * U) := by
    intro D U L
    noncomm_ring
  refine ((hD.fun_add (hU i j)).fun_add (hU j i)).congr_deriv ?_
  rw [generator, chain, comm, hop_mul_transpose n _ (h.right t),
    transpose_mul_hop n _ (h.left t)]
  simp only [Matrix.add_apply, Matrix.sub_apply, Matrix.mul_diagonal, Matrix.diagonal_mul,
    Matrix.transpose_apply]
  by_cases hij : i = j
  · subst hij
    simp only [Matrix.diagonal_apply_eq]
    ring
  · simp only [Matrix.diagonal_apply_ne _ hij]
    ring
```

The induction on powers applies to any finite real matrix that satisfies a Lax equation at the given time. The identity `key` is the regrouping used above, and the product rule is applied inside the sum that defines the matrix product.

```lean
/-- If a matrix obeys a Lax equation at time `t`, so does each of its powers. -/
theorem lax_pow {n : ℕ} {T : ℝ → Matrix (Fin n) (Fin n) ℝ} {B : Matrix (Fin n) (Fin n) ℝ}
    {t : ℝ} (h : ∀ i j, HasDerivAt (fun s => T s i j) ((B * T t - T t * B) i j) t) (k : ℕ) :
    ∀ i j, HasDerivAt (fun s => (T s ^ k) i j) ((B * T t ^ k - T t ^ k * B) i j) t := by
  induction k with
  | zero =>
    intro i j
    simpa using hasDerivAt_const t ((1 : Matrix (Fin n) (Fin n) ℝ) i j)
  | succ k ih =>
    intro i j
    have key : B * T t ^ (k + 1) - T t ^ (k + 1) * B
        = (B * T t ^ k - T t ^ k * B) * T t + T t ^ k * (B * T t - T t * B) := by
      rw [pow_succ]
      generalize T t ^ k = P
      noncomm_ring
    have e : (fun s => (T s ^ (k + 1)) i j) = fun s => ∑ l, (T s ^ k) i l * T s l j := by
      funext s
      rw [pow_succ, Matrix.mul_apply]
    rw [key, e]
    refine (HasDerivAt.fun_sum (u := Finset.univ)
      (fun l _ => (ih i l).fun_mul (h l j))).congr_deriv ?_
    rw [Matrix.add_apply, Matrix.mul_apply, Matrix.mul_apply, ← Finset.sum_add_distrib]
```

## The edge site

```lean
/-- The first local moment is the energy of the first site. -/
theorem moment_one (n : ℕ) (a b : ℕ → ℝ) : moment n a b 1 = a 0 := by
  simp [moment, chain, hop_apply]
```

The main theorem takes the (0,0) entry of the Lax equation for Tᵏ. Here `row` and `col` compare B with T − a₀1 at the edge, and `h1` and `h2` are the two resulting entries.

```lean
/-- Along the Toda flow the local moments obey `m_k' = 2 (m_(k+1) - m_1 m_k)`. -/
theorem toda_moment_flow {n : ℕ} {a b : ℕ → ℝ → ℝ} (h : IsTodaFlow n a b) (k : ℕ) (t : ℝ) :
    HasDerivAt (fun s => moment n (a · s) (b · s) k)
      (2 * (moment n (a · t) (b · t) (k + 1)
        - moment n (a · t) (b · t) 1 * moment n (a · t) (b · t) k)) t := by
  refine (lax_pow (toda_lax h t) k 0 0).congr_deriv ?_
  rw [moment_one]
  unfold moment
  set T := chain n (a · t) (b · t) with hT
  set B := generator n (b · t) with hB
  -- at the edge site the generator acts as `T - a 0`, up to sign
  have row : ∀ j, B 0 j = (T - Matrix.diagonal (fun _ : Fin (n + 1) => a 0 t)) 0 j := by
    intro j
    by_cases hj : 0 = j
    · subst hj
      simp [hT, hB, chain, generator, hop_apply]
    · simp [hT, hB, chain, generator, hop_apply, Matrix.diagonal_apply_ne _ hj]
  have col : ∀ j, B j 0 = (Matrix.diagonal (fun _ : Fin (n + 1) => a 0 t) - T) j 0 := by
    intro j
    by_cases hj : j = 0
    · subst hj
      simp [hT, hB, chain, generator, hop_apply]
    · simp [hT, hB, chain, generator, hop_apply, Matrix.diagonal_apply_ne _ hj]
  have h1 : (B * T ^ k) 0 0 = (T ^ (k + 1)) 0 0 - a 0 t * (T ^ k) 0 0 := by
    have e : (B * T ^ k) 0 0
        = ((T - Matrix.diagonal (fun _ : Fin (n + 1) => a 0 t)) * T ^ k) 0 0 := by
      rw [Matrix.mul_apply, Matrix.mul_apply]
      exact Finset.sum_congr rfl (fun j _ => by rw [row j])
    rw [e, sub_mul, Matrix.sub_apply, Matrix.diagonal_mul, ← pow_succ']
  have h2 : (T ^ k * B) 0 0 = (T ^ k) 0 0 * a 0 t - (T ^ (k + 1)) 0 0 := by
    have e : (T ^ k * B) 0 0
        = (T ^ k * (Matrix.diagonal (fun _ : Fin (n + 1) => a 0 t) - T)) 0 0 := by
      rw [Matrix.mul_apply, Matrix.mul_apply]
      exact Finset.sum_congr rfl (fun j _ => by rw [col j])
    rw [e, mul_sub, Matrix.sub_apply, Matrix.mul_diagonal, ← pow_succ]
  rw [Matrix.sub_apply, h1, h2]
  ring
```

## Reweighted levels

The function `weightedSum` is Sₖ, and the theorem concerns the normalised ratios Sₖ/S₀. The hypotheses on the weights make S₀ positive at every time. In the proof, `hS` is Sₖ′ = 2Sₖ₊₁, and the quotient rule does the rest.

```lean
/-- The unnormalised moment of levels `x i` with weights `w i * exp (2 t x i)`. -/
def weightedSum {m : ℕ} (w x : Fin m → ℝ) (k : ℕ) (t : ℝ) : ℝ :=
  ∑ i, w i * Real.exp (2 * t * x i) * x i ^ k

/-- Normalised moments of exponentially reweighted levels obey the same equations
`m_k' = 2 (m_(k+1) - m_1 m_k)`. -/
theorem reweighted_moment_flow {m : ℕ} (w x : Fin m → ℝ) (hw : ∀ i, 0 ≤ w i)
    (hpos : ∃ i, 0 < w i) (k : ℕ) (t : ℝ) :
    HasDerivAt (fun s => weightedSum w x k s / weightedSum w x 0 s)
      (2 * (weightedSum w x (k + 1) t / weightedSum w x 0 t
        - weightedSum w x 1 t / weightedSum w x 0 t
          * (weightedSum w x k t / weightedSum w x 0 t))) t := by
  have hS : ∀ k, HasDerivAt (weightedSum w x k) (2 * weightedSum w x (k + 1) t) t := by
    intro k
    have hl : ∀ i, HasDerivAt (fun s : ℝ => 2 * s * x i) (2 * x i) t := fun i => by
      simpa using ((hasDerivAt_id' t).const_mul 2).mul_const (x i)
    refine (HasDerivAt.fun_sum (u := Finset.univ)
      (fun i _ => (((hl i).exp).const_mul (w i)).mul_const (x i ^ k))).congr_deriv ?_
    rw [weightedSum, Finset.mul_sum]
    exact Finset.sum_congr rfl (fun i _ => by ring)
  -- the normalisation is nonzero at time `t`
  have h0 : weightedSum w x 0 t ≠ 0 := by
    obtain ⟨i, hi⟩ := hpos
    refine ne_of_gt (Finset.sum_pos' (fun j _ => ?_) ⟨i, Finset.mem_univ i, ?_⟩)
    · have := hw j
      positivity
    · positivity
  refine ((hS k).fun_div (hS 0) h0).congr_deriv ?_
  rw [zero_add]
  field_simp
```

The two theorems share a system of equations, but neither of them identifies the moments of a particular Toda chain with those of a particular reweighted spectrum.

## An explicit two-site flow

The energies ±tanh 2t and the coupling 1/cosh 2t satisfy all the conditions of `IsTodaFlow` for n = 1, with a coupling that never vanishes. The proof differentiates the quotients and uses cosh² − sinh² = 1.

```lean
/-- Site energies `tanh 2t` and `-tanh 2t` of a two-site chain. -/
def pairEnergy : ℕ → ℝ → ℝ
  | 0, t => Real.sinh (2 * t) / Real.cosh (2 * t)
  | _ + 1, t => -(Real.sinh (2 * t) / Real.cosh (2 * t))

/-- Coupling `1 / cosh 2t` of a two-site chain, with zero boundary couplings. -/
def pairCoupling : ℕ → ℝ → ℝ
  | 0, _ => 0
  | 1, t => 1 / Real.cosh (2 * t)
  | _ + 2, _ => 0

/-- The two-site chain with energies `± tanh 2t` and coupling `1 / cosh 2t` is a Toda flow. -/
theorem isTodaFlow_witness : IsTodaFlow 1 pairEnergy pairCoupling := by
  have h2 : ∀ t : ℝ, HasDerivAt (fun s : ℝ => 2 * s) 2 t := fun t => by
    simpa using (hasDerivAt_id' t).const_mul 2
  have hne : ∀ t : ℝ, Real.cosh (2 * t) ≠ 0 := fun t => (Real.cosh_pos _).ne'
  have ht : ∀ t : ℝ, HasDerivAt (fun s => Real.sinh (2 * s) / Real.cosh (2 * s))
      (2 * (1 / Real.cosh (2 * t)) ^ 2) t := by
    intro t
    refine ((h2 t).sinh.fun_div (h2 t).cosh (hne t)).congr_deriv ?_
    have hc : (1 / Real.cosh (2 * t)) ^ 2 * Real.cosh (2 * t) ^ 2 = 1 := by
      rw [← mul_pow, one_div_mul_cancel (hne t), one_pow]
    rw [div_eq_iff (pow_ne_zero 2 (hne t))]
    linear_combination 2 * Real.cosh_sq (2 * t) - 2 * hc
  refine ⟨fun _ => rfl, fun _ => rfl, ?_, ?_⟩
  · intro j hj t
    obtain rfl | rfl : j = 0 ∨ j = 1 := by omega
    · refine HasDerivAt.congr_deriv (f := pairEnergy 0) (ht t) ?_
      simp [pairCoupling]
    · refine HasDerivAt.congr_deriv (f := pairEnergy 1) (ht t).fun_neg ?_
      simp [pairCoupling]
  · intro j hj t
    obtain rfl : j = 0 := by omega
    refine HasDerivAt.congr_deriv (f := pairCoupling 1)
      ((hasDerivAt_const t (1 : ℝ)).fun_div (h2 t).cosh (hne t)) ?_
    simp only [pairCoupling, pairEnergy]
    have := hne t
    field_simp
    ring

end

end TodaLocalMoments
```

```lean
#print axioms TodaLocalMoments.toda_moment_flow
-- 'TodaLocalMoments.toda_moment_flow' depends on axioms: [propext, Classical.choice, Quot.sound]
#print axioms TodaLocalMoments.reweighted_moment_flow
-- 'TodaLocalMoments.reweighted_moment_flow' depends on axioms: [propext, Classical.choice, Quot.sound]
```
